# A six-term two-qubit H₂ Hamiltonian conserves ZZ and splits into two one-qubit blocks

## Pauli matrices and the two-qubit Hamiltonian

A qubit has basis states $|0\rangle$ and $|1\rangle$, labelled by the two elements of `Fin 2`. A two-qubit state $|ij\rangle$ is labelled by the pair $(i,j)$ in `Fin 2 × Fin 2`, with the first qubit written first. Operators are complex matrices in this basis, $I$ is the one-qubit identity, and a product such as $ZI$ means the Kronecker product $Z\otimes I$, written `⊗ₖ` in Lean.

```lean
import Mathlib

open Matrix
open Polynomial (X C)
open scoped Kronecker

namespace HydrogenTwoQubit

noncomputable section
```

The Pauli matrices have their usual form. $X$ exchanges the basis states:

```lean
/-- The Pauli matrix X. -/
def pauliX : Matrix (Fin 2) (Fin 2) ℂ := !![0, 1; 1, 0]
```

$Y$ exchanges them with phases, $Y|0\rangle=i|1\rangle$ and $Y|1\rangle=-i|0\rangle$:

```lean
/-- The Pauli matrix Y. -/
def pauliY : Matrix (Fin 2) (Fin 2) ℂ := !![0, -Complex.I; Complex.I, 0]
```

$Z$ is diagonal, with $Z|0\rangle=|0\rangle$ and $Z|1\rangle=-|1\rangle$:

```lean
/-- The Pauli matrix Z. -/
def pauliZ : Matrix (Fin 2) (Fin 2) ℂ := !![1, 0; 0, -1]
```

For six real numbers $g_0,\dots,g_5$, collected in a function `g : Fin 6 → ℝ`, the Hamiltonian is

$$H=g_0+g_1\,ZI+g_2\,IZ+g_3\,ZZ+g_4\,XX+g_5\,YY .$$

This is a form that the hydrogen molecule in a minimal basis can take after its electronic Hamiltonian has been mapped to qubits and reduced to two of them. The coefficients then stand for combinations of electronic integrals and the nuclear repulsion at a fixed bond length. Here they are arbitrary real numbers: neither the fermion-to-qubit map nor the integrals are derived.

```lean
/-- The two-qubit Hamiltonian g0 + g1 ZI + g2 IZ + g3 ZZ + g4 XX + g5 YY
with real coefficients. -/
def hamiltonian (g : Fin 6 → ℝ) : Matrix (Fin 2 × Fin 2) (Fin 2 × Fin 2) ℂ :=
  (g 0 : ℂ) • (1 : Matrix (Fin 2 × Fin 2) (Fin 2 × Fin 2) ℂ)
    + (g 1 : ℂ) • (pauliZ ⊗ₖ (1 : Matrix (Fin 2) (Fin 2) ℂ))
    + (g 2 : ℂ) • ((1 : Matrix (Fin 2) (Fin 2) ℂ) ⊗ₖ pauliZ)
    + (g 3 : ℂ) • (pauliZ ⊗ₖ pauliZ)
    + (g 4 : ℂ) • (pauliX ⊗ₖ pauliX)
    + (g 5 : ℂ) • (pauliY ⊗ₖ pauliY)
```

Each block of $H$ will turn out to be a one-qubit operator of the form $a+bZ+cX$, that is, the matrix

$$\begin{pmatrix}a+b&c\\c&a-b\end{pmatrix}.$$

```lean
/-- The one-qubit operator a + b Z + c X. -/
def qubitOp (a b c : ℂ) : Matrix (Fin 2) (Fin 2) ℂ :=
  a • (1 : Matrix (Fin 2) (Fin 2) ℂ) + b • pauliZ + c • pauliX
```

## Sorting the basis by parity

Call $|01\rangle,|10\rangle$ the odd states and $|00\rangle,|11\rangle$ the even ones. This is the parity of the bit string; what it says about the electrons depends on the encoding. The bijection `sector` lists the odd states first. Its left summand sends $0,1$ to $01,10$ and its right summand sends $0,1$ to $00,11$, so in both sectors the label of the effective qubit is the first bit.

```lean
/-- The two-qubit basis sorted by parity: first the odd states 01, 10,
then the even states 00, 11. -/
def sector : Fin 2 ⊕ Fin 2 ≃ Fin 2 × Fin 2 where
  toFun := Sum.elim (fun i => (i, ![1, 0] i)) (fun i => (i, i))
  invFun p := if p.1 = p.2 then Sum.inr p.1 else Sum.inl p.1
  left_inv := by rintro (i | i) <;> fin_cases i <;> rfl
  right_inv := by rintro ⟨i, j⟩; fin_cases i <;> fin_cases j <;> rfl
```

The operator $ZZ$ multiplies $|ij\rangle$ by $(-1)^{i+j}$. It is therefore diagonal, with value $+1$ on equal bits and $-1$ on unequal bits. The proof compares all sixteen matrix entries: `fin_cases` runs through the bit values and `simp` evaluates each entry.

```lean
/-- The parity ZZ is diagonal, with value +1 on states with equal bits and -1 on
states with unequal bits. -/
theorem parity_eq_diagonal :
    pauliZ ⊗ₖ pauliZ =
      diagonal (fun p : Fin 2 × Fin 2 => if p.1 = p.2 then (1 : ℂ) else -1) := by
  ext ⟨i, j⟩ ⟨k, l⟩
  fin_cases i <;> fin_cases j <;> fin_cases k <;> fin_cases l <;>
    simp [pauliZ]
```

## The two one-qubit blocks

The first four terms of $H$ are diagonal. Their values are

$$\begin{aligned}
|01\rangle&:\ (g_0-g_3)+(g_1-g_2), & |10\rangle&:\ (g_0-g_3)-(g_1-g_2),\\
|00\rangle&:\ (g_0+g_3)+(g_1+g_2), & |11\rangle&:\ (g_0+g_3)-(g_1+g_2).
\end{aligned}$$

The other two terms flip both bits, which preserves parity. $XX$ does so with coefficient $1$ in both sectors. For $YY$ the phases multiply to $i\cdot(-i)=1$ between the odd states and to $i\cdot i=(-i)(-i)=-1$ between the even states. The off-diagonal element is thus $g_4+g_5$ in the odd sector and $g_4-g_5$ in the even sector, and

$$H_{\rm odd}=(g_0-g_3)+(g_1-g_2)Z+(g_4+g_5)X,$$
$$H_{\rm even}=(g_0+g_3)+(g_1+g_2)Z+(g_4-g_5)X.$$

In the theorem, `submatrix sector sector` is $H$ with rows and columns relabelled, and `fromBlocks` assembles the two blocks with zeros between them. The proof again goes entry by entry, with `ring` collecting the coefficients.

```lean
/-- In the parity-sorted basis the Hamiltonian is block diagonal. The odd block is
(g0-g3) + (g1-g2) Z + (g4+g5) X, the even block (g0+g3) + (g1+g2) Z + (g4-g5) X. -/
theorem hamiltonian_blocks (g : Fin 6 → ℝ) :
    (hamiltonian g).submatrix sector sector =
      fromBlocks (qubitOp (g 0 - g 3) (g 1 - g 2) (g 4 + g 5)) 0 0
        (qubitOp (g 0 + g 3) (g 1 + g 2) (g 4 - g 5)) := by
  ext (i | i) (j | j) <;> fin_cases i <;> fin_cases j <;>
    simp [hamiltonian, qubitOp, sector, pauliX, pauliY, pauliZ] <;> ring
```

For minimal-basis H₂ in this two-qubit form, a simulation confined to one parity sector therefore needs only a single qubit.

## Conservation of parity and its converse

Write $\pi_p=\pm1$ for the parity of the basis state $p$. Since $ZZ$ is diagonal,

$$(H\,ZZ)_{pq}=H_{pq}\,\pi_q,\qquad (ZZ\,H)_{pq}=\pi_p\,H_{pq}.$$

These agree when $p$ and $q$ have the same parity. When the parities differ, $H_{pq}=0$ and they agree as well. Hence $H$ commutes with $ZZ$. The rewrites `mul_diagonal` and `diagonal_mul` are the two displayed formulas, and the case split checks the entries.

```lean
/-- The Hamiltonian commutes with the parity ZZ. -/
theorem hamiltonian_commute_parity (g : Fin 6 → ℝ) :
    Commute (hamiltonian g) (pauliZ ⊗ₖ pauliZ) := by
  change hamiltonian g * (pauliZ ⊗ₖ pauliZ) = (pauliZ ⊗ₖ pauliZ) * hamiltonian g
  rw [parity_eq_diagonal]
  ext ⟨i, j⟩ ⟨k, l⟩
  rw [mul_diagonal, diagonal_mul]
  fin_cases i <;> fin_cases j <;> fin_cases k <;> fin_cases l <;>
    simp [hamiltonian, pauliX, pauliY, pauliZ]
```

Conversely, let $A$ be a real symmetric $4\times4$ matrix that commutes with $ZZ$. The same formulas give $A_{pq}(\pi_q-\pi_p)=0$, so every entry between the sectors vanishes. Of the ten independent entries of $A$, six remain: four on the diagonal and one off-diagonal entry in each sector. With $d_{ij}=A_{ij,ij}$, the coefficients

$$\begin{aligned}
g_0&=\tfrac14(d_{00}+d_{01}+d_{10}+d_{11}), & g_1&=\tfrac14(d_{00}+d_{01}-d_{10}-d_{11}),\\
g_2&=\tfrac14(d_{00}-d_{01}+d_{10}-d_{11}), & g_3&=\tfrac14(d_{00}-d_{01}-d_{10}+d_{11}),\\
g_4&=\tfrac12(A_{01,10}+A_{00,11}), & g_5&=\tfrac12(A_{01,10}-A_{00,11})
\end{aligned}$$

reproduce $A$.

In Lean, `A` has real entries, `hA` says that it is symmetric, and `A.map Complex.ofReal` is the same matrix read over the complex numbers. The step `hz` shows that the entries with an even row label and an odd column label vanish, and `hz'` gives the same for an odd row label and an even column label, by symmetry. The vector given to `refine` contains the six formulas above, and the final case split verifies them. The other direction is the preceding theorem.

Hermiticity alone would not suffice for this converse: $XY$ is Hermitian and commutes with $ZZ$, but its entries are imaginary and it is not of the six-term form.

```lean
/-- A real symmetric two-qubit matrix commutes with the parity ZZ exactly when it is
the Hamiltonian for some choice of the six real coefficients. -/
theorem commute_parity_iff (A : Matrix (Fin 2 × Fin 2) (Fin 2 × Fin 2) ℝ)
    (hA : A.IsSymm) :
    Commute (A.map Complex.ofReal) (pauliZ ⊗ₖ pauliZ) ↔
      ∃ g : Fin 6 → ℝ, A.map Complex.ofReal = hamiltonian g := by
  constructor
  · intro hc
    have hm : A.map Complex.ofReal * (pauliZ ⊗ₖ pauliZ) =
        (pauliZ ⊗ₖ pauliZ) * A.map Complex.ofReal := hc
    rw [parity_eq_diagonal] at hm
    have hs : ∀ p q, A p q = A q p := fun p q => hA.apply q p
    -- entries between the two parity sectors vanish
    have hz : ∀ p q : Fin 2 × Fin 2, p.1 = p.2 → q.1 ≠ q.2 → A p q = 0 := by
      intro p q hp hq
      have h := congrFun (congrFun hm p) q
      simp only [mul_diagonal, diagonal_mul, if_pos hp, if_neg hq, map_apply] at h
      have h0 : (A p q : ℂ) = 0 := by linear_combination (-1 / 2 : ℂ) * h
      exact_mod_cast h0
    have hz' : ∀ p q : Fin 2 × Fin 2, p.1 ≠ p.2 → q.1 = q.2 → A p q = 0 :=
      fun p q hp hq => (hs p q).trans (hz q p hq hp)
    -- the six remaining independent entries fix the coefficients
    refine ⟨![(A (0,0) (0,0) + A (0,1) (0,1) + A (1,0) (1,0) + A (1,1) (1,1)) / 4,
      (A (0,0) (0,0) + A (0,1) (0,1) - A (1,0) (1,0) - A (1,1) (1,1)) / 4,
      (A (0,0) (0,0) - A (0,1) (0,1) + A (1,0) (1,0) - A (1,1) (1,1)) / 4,
      (A (0,0) (0,0) - A (0,1) (0,1) - A (1,0) (1,0) + A (1,1) (1,1)) / 4,
      (A (0,1) (1,0) + A (0,0) (1,1)) / 2,
      (A (0,1) (1,0) - A (0,0) (1,1)) / 2], ?_⟩
    ext ⟨i, j⟩ ⟨k, l⟩
    fin_cases i <;> fin_cases j <;> fin_cases k <;> fin_cases l <;>
      simp [hamiltonian, pauliX, pauliY, pauliZ, hz, hz',
        hs (1,0) (0,1), hs (1,1) (0,0)] <;> ring
  · rintro ⟨g, hg⟩
    rw [hg]
    exact hamiltonian_commute_parity g
```

## The characteristic polynomial

The one-qubit operator $a+bZ+cX$ has trace $2a$ and determinant $(a+b)(a-b)-c^2=a^2-b^2-c^2$. Its characteristic polynomial is therefore

$$x^2-2ax+a^2-b^2-c^2=(x-a)^2-(b^2+c^2).$$

The steps `ht` and `hd` compute the trace and the determinant, and `charpoly_fin_two` inserts them into the quadratic. In the Lean statement `X` is the polynomial variable $x$, not the Pauli matrix, and `C` turns a number into a constant polynomial.

```lean
/-- The one-qubit operator a + b Z + c X has characteristic polynomial
(x - a)^2 - (b^2 + c^2). -/
theorem qubitOp_charpoly (a b c : ℂ) :
    (qubitOp a b c).charpoly = (X - C a) ^ 2 - C (b ^ 2 + c ^ 2) := by
  have ht : (qubitOp a b c).trace = a + a := by
    simp [qubitOp, pauliX, pauliZ, trace_fin_two]
    ring
  have hd : (qubitOp a b c).det = a ^ 2 - b ^ 2 - c ^ 2 := by
    simp [qubitOp, pauliX, pauliZ, det_fin_two]
    ring
  rw [charpoly_fin_two, ht, hd]
  simp only [map_add, map_sub, map_pow]
  ring
```

Relabelling the basis leaves $\det(x-H)$ unchanged, and the determinant of a block-diagonal matrix is the product of the determinants of its blocks. Inserting the parameters of the two blocks gives

$$\begin{aligned}\det(x-H)={}&\big[(x-g_0+g_3)^2-(g_1-g_2)^2-(g_4+g_5)^2\big]\\
&\times\big[(x-g_0-g_3)^2-(g_1+g_2)^2-(g_4-g_5)^2\big].\end{aligned}$$

The proof is this chain of rewrites: `charpoly_reindex` changes the basis order, `hamiltonian_blocks` supplies the blocks, `charpoly_fromBlocks_zero₁₂` gives the product, and `qubitOp_charpoly` is used once for each factor.

```lean
/-- The characteristic polynomial of the Hamiltonian is the product of one quadratic
for the odd sector and one for the even sector. -/
theorem hamiltonian_charpoly (g : Fin 6 → ℝ) :
    (hamiltonian g).charpoly =
      ((X - C (g 0 - g 3 : ℂ)) ^ 2 - C ((g 1 - g 2 : ℂ) ^ 2 + (g 4 + g 5 : ℂ) ^ 2)) *
      ((X - C (g 0 + g 3 : ℂ)) ^ 2 - C ((g 1 + g 2 : ℂ) ^ 2 + (g 4 - g 5 : ℂ) ^ 2)) := by
  rw [← charpoly_reindex sector.symm (hamiltonian g), reindex_apply, Equiv.symm_symm,
    hamiltonian_blocks, charpoly_fromBlocks_zero₁₂, qubitOp_charpoly, qubitOp_charpoly]
```

## The energies in closed form

A number $E$ is an eigenvalue when $Hv=Ev$ for some $v\neq0$. This means that $E-H$ has a nonzero null vector, which happens exactly when $\det(E-H)=0$. One of the two quadratics must then vanish at $E$. Write $a$ for $g_0-g_3$ in the odd sector and $g_0+g_3$ in the even one. The constant subtracted from $(E-a)^2$ is a sum of squares of real numbers, so it has a real square root $r$, and

$$(E-a)^2-r^2=(E-a+r)(E-a-r)=0$$

gives $E=a\pm r$. The eigenvalues are

$$E=g_0-g_3\pm\sqrt{(g_1-g_2)^2+(g_4+g_5)^2},$$
$$E=g_0+g_3\pm\sqrt{(g_1+g_2)^2+(g_4-g_5)^2}.$$

The theorem lets $E$ range over the complex numbers, so the list also shows that every eigenvalue is real. It describes the set of eigenvalues, in which some of the four expressions may coincide; the multiplicities are read from the characteristic polynomial.

In the proof, `key` is the passage from eigenvectors to roots, and `fac` is the factorisation of one quadratic, with `hr` stating that the real square root squares to the right number. `h1` and `h2` apply `fac` to the odd and the even sector.

```lean
/-- A number E is an eigenvalue of the Hamiltonian exactly when it is one of
g0 - g3 ± √((g1-g2)^2 + (g4+g5)^2) or g0 + g3 ± √((g1+g2)^2 + (g4-g5)^2). -/
theorem energies (g : Fin 6 → ℝ) (E : ℂ) :
    (∃ v : Fin 2 × Fin 2 → ℂ, v ≠ 0 ∧ hamiltonian g *ᵥ v = E • v) ↔
      (E = g 0 - g 3 + (Real.sqrt ((g 1 - g 2) ^ 2 + (g 4 + g 5) ^ 2) : ℝ) ∨
       E = g 0 - g 3 - (Real.sqrt ((g 1 - g 2) ^ 2 + (g 4 + g 5) ^ 2) : ℝ)) ∨
      (E = g 0 + g 3 + (Real.sqrt ((g 1 + g 2) ^ 2 + (g 4 - g 5) ^ 2) : ℝ) ∨
       E = g 0 + g 3 - (Real.sqrt ((g 1 + g 2) ^ 2 + (g 4 - g 5) ^ 2) : ℝ)) := by
  -- eigenvalues are the roots of the characteristic polynomial
  have key : (∃ v : Fin 2 × Fin 2 → ℂ, v ≠ 0 ∧ hamiltonian g *ᵥ v = E • v) ↔
      (hamiltonian g).charpoly.eval E = 0 := by
    rw [eval_charpoly, ← exists_mulVec_eq_zero_iff]
    refine exists_congr fun v => and_congr_right fun _ => ?_
    have hv : scalar (Fin 2 × Fin 2) E *ᵥ v = E • v := by
      ext p
      simp [scalar_apply, mulVec_diagonal]
    rw [sub_mulVec, hv, sub_eq_zero]
    exact eq_comm
  -- each quadratic splits with a real square root
  have fac : ∀ (a : ℂ) (x y : ℝ), (E - a) ^ 2 - ((x : ℂ) ^ 2 + (y : ℂ) ^ 2) = 0 ↔
      E = a + (Real.sqrt (x ^ 2 + y ^ 2) : ℝ) ∨
      E = a - (Real.sqrt (x ^ 2 + y ^ 2) : ℝ) := by
    intro a x y
    have hr : ((Real.sqrt (x ^ 2 + y ^ 2) : ℝ) : ℂ) ^ 2 = (x : ℂ) ^ 2 + (y : ℂ) ^ 2 := by
      exact_mod_cast Real.sq_sqrt (by positivity : (0 : ℝ) ≤ x ^ 2 + y ^ 2)
    rw [← hr, sq_sub_sq, mul_eq_zero]
    constructor
    · rintro (h | h)
      · right; linear_combination h
      · left; linear_combination h
    · rintro (h | h)
      · right; linear_combination h
      · left; linear_combination h
  have h1 := fac (g 0 - g 3) (g 1 - g 2) (g 4 + g 5)
  have h2 := fac (g 0 + g 3) (g 1 + g 2) (g 4 - g 5)
  simp only [Complex.ofReal_sub, Complex.ofReal_add] at h1 h2
  rw [key, hamiltonian_charpoly]
  simp only [Polynomial.eval_mul, Polynomial.eval_sub, Polynomial.eval_pow,
    Polynomial.eval_X, Polynomial.eval_C, mul_eq_zero]
  rw [h1, h2]

end

end HydrogenTwoQubit
```

For this two-qubit model with given coefficients, the formulas provide reference energies against which a variational or phase-estimation simulation can be compared. Which sector holds the lowest energy depends on the coefficients.

```lean
#print axioms HydrogenTwoQubit.hamiltonian_blocks
#print axioms HydrogenTwoQubit.commute_parity_iff
#print axioms HydrogenTwoQubit.energies
```

```
'HydrogenTwoQubit.hamiltonian_blocks' depends on axioms: [propext, Classical.choice, Quot.sound]
'HydrogenTwoQubit.commute_parity_iff' depends on axioms: [propext, Classical.choice, Quot.sound]
'HydrogenTwoQubit.energies' depends on axioms: [propext, Classical.choice, Quot.sound]
```
